# In an s² + p² model with positive coupling and g ≠ 0, the lowest state has a positive specific mass shift

The specific mass shift of a two-electron atom is the expectation value of the scalar product of the two electron momenta, divided by the nuclear mass M. If I compute it from the single configuration s², I get exactly zero. If I admix p² with the wrong relative sign, I get a shift of the wrong sign. With real orthonormal orbitals s and p_k (k = 0, 1, 2), gradient components D_k, and c the amplitude of the normalised p² state (1/√3) Σ_k p_k p_k relative to s², I believe the shift, in units of ħ²/M, is

−2√3 c g² / (1 + c²),

where g is the gradient element between s and p_k along the matching axis. I also believe that c < 0 in the lowest state if the configurations couple with a positive element h. Can both claims be proved in full and checked in Lean?

## Only the s²–p² cross terms contribute

Yes. Take m ≥ 1 partner orbitals; the atom has m = 3. The operator and the spatial part of the spin-singlet state are

W = −Σ_j D_j(1) D_j(2)

ψ = ss + (c/√m) Σ_k p_k p_k.

Matrix elements between products factorise:

⟨uv|W|u′v′⟩ = −Σ_j ⟨u, D_j u′⟩ ⟨v, D_j v′⟩.

The orbitals satisfy ⟨s, D_j p_k⟩ = g δ_jk and ⟨p_i, D_j p_k⟩ = 0. Since D_j is antisymmetric, ⟨s, D_j s⟩ = 0 and ⟨p_k, D_j s⟩ = −g δ_jk. Hence

⟨ss|W|ss⟩ = 0

⟨p_i p_i|W|p_k p_k⟩ = 0

⟨ss|W|p_k p_k⟩ = ⟨p_k p_k|W|ss⟩ = −g².

There are m cross terms in each direction, so

⟨ψ|W|ψ⟩ = 2 (c/√m) m (−g²) = −2√m c g²

⟨ψ|ψ⟩ = 1 + (c²/m) m = 1 + c².

The quotient is the shift. Because (1 + c)² ≥ 0, it is at most √m g², and for g ≠ 0 it reaches that value only at c = −1.

For the sign of c, let a and b be the energies of s² and of normalised p², and take h ≠ 0. An eigenvector (0, w) of [[a, h], [h, b]] would need hw = 0, hence w = 0, so the s² component of an eigenvector never vanishes and can be scaled to 1. The eigenvalue equation for (1, c) reads

a + hc = E

h + bc = Ec.

Here c ≠ 0, since c = 0 would give h = 0. The orthogonal vector (−c, 1) has eigenvalue E′ = b − hc, and eliminating a and b gives

E′ − E = −h (1 + c²) / c.

For h > 0, E is therefore the lowest level exactly when c < 0.

The condition h > 0 matters. With a = b = 0 and h = −1, the lowest eigenvector is (1, 1), and for m = 3 the shift is −√3 g², which is negative for g ≠ 0.

Electron repulsion supplies the positive sign. One-electron terms do not couple s² to p², because s is orthogonal to every p_k. For a positive definite interaction V,

h = (1/√m) Σ_k ⟨s p_k, V s p_k⟩,

where s p_k is the pointwise product. This is a sum of exchange integrals, positive if at least one product is nonzero.

## Orbitals, operator and lowest level in Lean

Orbitals are real functions on a finite set `n`, such as grid points, and `ι` labels the p orbitals. `IsSPShell` collects orthonormality, antisymmetry and the gradient relations. These relations stand for parity and rotational symmetry, and g for the s–p momentum strength; all are assumed, not derived from an atomic Hamiltonian. `isSPShell_witness` gives a site model that satisfies them; there the products s p_k vanish, so it is not an example for `coupling_pos`.

`massOp` is W, with ħ = 1 and the factor 1/M (M the nuclear mass) left out. `ciState` is the unnormalised ψ, and `expect` divides by its squared norm. `IsLowest` says that E is not above any eigenvalue.

`ground_shift_pos` treats m = 3 and takes a, b and h > 0 as given numbers; `coupling_pos` separately proves the exchange-integral sign. In this finite two-configuration model, the result shows one way in which electron correlation enters the isotope shift of a two-electron atom, namely through the specific mass term.

```lean
import Mathlib

open Matrix
open scoped Kronecker

namespace SpecificMassShift

noncomputable section

variable {n ι : Type*} [Fintype n] [Fintype ι] [DecidableEq ι]

/-- The two-electron product function `u(1) v(2)`. -/
def pair (u v : n → ℝ) : n × n → ℝ := fun x => u x.1 * v x.2

/-- The specific mass operator `-∑ D_k(1) D_k(2)` built from the gradient components `D_k`. -/
def massOp (D : ι → Matrix n n ℝ) : Matrix (n × n) (n × n) ℝ := -∑ k, D k ⊗ₖ D k

/-- The correlated pair `s s + (c/√m) ∑ p_k p_k` with `m` partner orbitals, for `m ≥ 1`. -/
def ciState (s : n → ℝ) (p : ι → n → ℝ) (c : ℝ) : n × n → ℝ :=
  pair s s + (c / √(Fintype.card ι : ℝ)) • ∑ k, pair (p k) (p k)

/-- The normalized expectation value of `W` in a nonzero two-electron state `ψ`. -/
def expect (W : Matrix (n × n) (n × n) ℝ) (ψ : n × n → ℝ) : ℝ :=
  (ψ ⬝ᵥ W *ᵥ ψ) / (ψ ⬝ᵥ ψ)

/-- Orthonormal orbitals `s`, `p_k` and antisymmetric gradient components `D_k` that connect
`s` to `p_k` with strength `g` along the matching axis only, and no `p` to any `p`. -/
structure IsSPShell (s : n → ℝ) (p : ι → n → ℝ) (D : ι → Matrix n n ℝ) (g : ℝ) : Prop where
  s_s : s ⬝ᵥ s = 1
  s_p : ∀ k, s ⬝ᵥ p k = 0
  p_p : ∀ i k, p i ⬝ᵥ p k = if i = k then 1 else 0
  anti : ∀ k, (D k)ᵀ = -D k
  s_D_p : ∀ j k, s ⬝ᵥ D j *ᵥ p k = if j = k then g else 0
  p_D_p : ∀ i j k, p i ⬝ᵥ D j *ᵥ p k = 0

/-- `E` is not above any eigenvalue of the two-configuration matrix `H`. -/
def IsLowest (H : Matrix (Fin 2) (Fin 2) ℝ) (E : ℝ) : Prop :=
  ∀ (E' : ℝ) (w : Fin 2 → ℝ), w ≠ 0 → H *ᵥ w = E' • w → E ≤ E'

/-- Overlaps of product functions factorize into one-electron overlaps. -/
theorem pair_dot (u v u' v' : n → ℝ) :
    pair u v ⬝ᵥ pair u' v' = (u ⬝ᵥ u') * (v ⬝ᵥ v') := by
  simp only [dotProduct, pair, Fintype.sum_prod_type, Finset.sum_mul_sum]
  refine Finset.sum_congr rfl fun i _ => Finset.sum_congr rfl fun j _ => ?_
  ring

omit [DecidableEq ι] in
/-- Matrix elements of the specific mass operator between product functions are minus sums of
products of one-electron gradient elements. -/
theorem massOp_pair (D : ι → Matrix n n ℝ) (u v u' v' : n → ℝ) :
    pair u v ⬝ᵥ massOp D *ᵥ pair u' v' =
      -∑ j, (u ⬝ᵥ D j *ᵥ u') * (v ⬝ᵥ D j *ᵥ v') := by
  have hk : ∀ A : Matrix n n ℝ,
      (A ⊗ₖ A) *ᵥ pair u' v' = pair (A *ᵥ u') (A *ᵥ v') := by
    intro A
    ext ⟨i, j⟩
    simp only [Matrix.mulVec, dotProduct, pair, Matrix.kroneckerMap_apply,
      Fintype.sum_prod_type, Finset.sum_mul_sum]
    refine Finset.sum_congr rfl fun x _ => Finset.sum_congr rfl fun y _ => ?_
    ring
  simp only [massOp, Matrix.neg_mulVec, Matrix.sum_mulVec, dotProduct_neg, dotProduct_sum,
    hk, pair_dot]

/-- For an s-p shell with at least one partner orbital, the specific mass shift of the
correlated pair is `-2 √m c g² / (1 + c²)`. -/
theorem shift_eq [Nonempty ι] {s : n → ℝ} {p : ι → n → ℝ} {D : ι → Matrix n n ℝ} {g : ℝ}
    (S : IsSPShell s p D g) (c : ℝ) :
    expect (massOp D) (ciState s p c) =
      -2 * √(Fintype.card ι : ℝ) * c * g ^ 2 / (1 + c ^ 2) := by
  have hm : (0 : ℝ) < Fintype.card ι := by exact_mod_cast Fintype.card_pos
  have hq : √(Fintype.card ι : ℝ) * √(Fintype.card ι : ℝ) = Fintype.card ι :=
    Real.mul_self_sqrt hm.le
  have hne : √(Fintype.card ι : ℝ) ≠ 0 := (Real.sqrt_pos.2 hm).ne'
  have ht : c / √(Fintype.card ι : ℝ) * Fintype.card ι = c * √(Fintype.card ι : ℝ) := by
    rw [div_mul_eq_mul_div, div_eq_iff hne]
    linear_combination (-c) * hq
  have ht2 : c / √(Fintype.card ι : ℝ) * √(Fintype.card ι : ℝ) = c := div_mul_cancel₀ c hne
  -- antisymmetry of the gradient
  have flip : ∀ j (u v : n → ℝ), u ⬝ᵥ D j *ᵥ v = -(v ⬝ᵥ D j *ᵥ u) := by
    intro j u v
    rw [Matrix.dotProduct_mulVec, ← Matrix.mulVec_transpose, S.anti, Matrix.neg_mulVec,
      neg_dotProduct, dotProduct_comm]
  have sDs : ∀ j, s ⬝ᵥ D j *ᵥ s = 0 := fun j => by linarith [flip j s s]
  have pDs : ∀ j k, p k ⬝ᵥ D j *ᵥ s = -(if j = k then g else 0) := fun j k => by
    rw [flip, S.s_D_p]
  have ps : ∀ k, p k ⬝ᵥ s = 0 := fun k => by rw [dotProduct_comm, S.s_p]
  -- the squared norm
  have hN : ciState s p c ⬝ᵥ ciState s p c = 1 + c ^ 2 := by
    have h1 : pair s s ⬝ᵥ ∑ k, pair (p k) (p k) = 0 := by
      simp [dotProduct_sum, pair_dot, S.s_p]
    have h2 : (∑ k, pair (p k) (p k)) ⬝ᵥ pair s s = 0 := by
      simp [sum_dotProduct, pair_dot, ps]
    have h3 : (∑ k, pair (p k) (p k)) ⬝ᵥ (∑ k, pair (p k) (p k)) = Fintype.card ι := by
      simp [sum_dotProduct, dotProduct_sum, pair_dot, S.p_p]
    simp only [ciState, add_dotProduct, dotProduct_add, smul_dotProduct, dotProduct_smul,
      smul_eq_mul, h1, h2, h3, pair_dot, S.s_s]
    linear_combination (c / √(Fintype.card ι : ℝ)) * ht + c * ht2
  -- only the cross terms between the two configurations survive
  have hW : ciState s p c ⬝ᵥ massOp D *ᵥ ciState s p c =
      -2 * √(Fintype.card ι : ℝ) * c * g ^ 2 := by
    have h0 : pair s s ⬝ᵥ massOp D *ᵥ pair s s = 0 := by
      simp [massOp_pair, sDs]
    have h1 : pair s s ⬝ᵥ massOp D *ᵥ (∑ k, pair (p k) (p k)) =
        -(Fintype.card ι * (g * g)) := by
      simp [Matrix.mulVec_sum, dotProduct_sum, massOp_pair, S.s_D_p]
    have h2 : (∑ k, pair (p k) (p k)) ⬝ᵥ massOp D *ᵥ pair s s =
        -(Fintype.card ι * (g * g)) := by
      simp [sum_dotProduct, massOp_pair, pDs]
    have h3 : (∑ k, pair (p k) (p k)) ⬝ᵥ massOp D *ᵥ (∑ k, pair (p k) (p k)) = 0 := by
      simp [Matrix.mulVec_sum, sum_dotProduct, dotProduct_sum, massOp_pair, S.p_D_p]
    simp only [ciState, Matrix.mulVec_add, Matrix.mulVec_smul, add_dotProduct, dotProduct_add,
      smul_dotProduct, dotProduct_smul, smul_eq_mul, h0, h1, h2, h3]
    linear_combination (-2 * g ^ 2) * ht
  rw [expect, hN, hW]

/-- The eigenvalue equation of the two-configuration matrix, written out in components. -/
theorem secular_iff (a b h E : ℝ) (w : Fin 2 → ℝ) :
    !![a, h; h, b] *ᵥ w = E • w ↔
      a * w 0 + h * w 1 = E * w 0 ∧ h * w 0 + b * w 1 = E * w 1 := by
  rw [funext_iff, Fin.forall_fin_two]
  simp [Matrix.mulVec, dotProduct, Fin.sum_univ_two]

/-- For positive coupling `h`, an eigenvector `(1, c)` belongs to the lowest level exactly when
the two configurations enter with opposite signs. -/
theorem lowest_iff_neg {a b h c E : ℝ} (hh : 0 < h)
    (hE : !![a, h; h, b] *ᵥ ![1, c] = E • ![1, c]) :
    IsLowest !![a, h; h, b] E ↔ c < 0 := by
  have hs := (secular_iff a b h E ![1, c]).1 hE
  have h1 : a + h * c = E := by simpa using hs.1
  have h2 : h + b * c = E * c := by simpa using hs.2
  constructor
  · intro hl
    -- compare with the orthogonal eigenvector (-c, 1)
    have hle : E ≤ b - h * c := by
      refine hl (b - h * c) ![-c, 1] (fun h0 => ?_) ((secular_iff _ _ _ _ _).2 ⟨?_, ?_⟩)
      · have h01 : (1 : ℝ) = 0 := congrFun h0 1
        exact one_ne_zero h01
      · change a * (-c) + h * 1 = (b - h * c) * (-c)
        linear_combination h2 - c * h1
      · change h * (-c) + b * 1 = (b - h * c) * 1
        ring
    by_contra hc
    have hc' : 0 ≤ c := not_lt.1 hc
    nlinarith [mul_le_mul_of_nonneg_right hle hc', mul_nonneg hh.le (sq_nonneg c)]
  · intro hc E' w hw hw'
    obtain ⟨e0, e1⟩ := (secular_iff _ _ _ _ _).1 hw'
    by_contra hlt
    have hp : 0 < E - E' := sub_pos.2 (not_le.1 hlt)
    -- every eigenvalue solves the secular equation
    have key : (E' - a) * (E' - b) - h ^ 2 = 0 := by
      by_contra hne
      have k0 : ((E' - a) * (E' - b) - h ^ 2) * w 0 = 0 := by
        linear_combination (-(E' - b)) * e0 - h * e1
      have k1 : ((E' - a) * (E' - b) - h ^ 2) * w 1 = 0 := by
        linear_combination (-(E' - a)) * e1 - h * e0
      apply hw
      rw [funext_iff, Fin.forall_fin_two]
      exact ⟨(mul_eq_zero.1 k0).resolve_left hne, (mul_eq_zero.1 k1).resolve_left hne⟩
    have keyE : (E - a) * (E - b) - h ^ 2 = 0 := by
      linear_combination (-(E - b)) * h1 - h * h2
    have ha : 0 < a - E := by nlinarith [mul_pos hh (neg_pos.2 hc)]
    have hb : 0 < b - E := by
      by_contra hb
      nlinarith [mul_nonneg (sub_nonneg.2 (sub_nonpos.1 (not_lt.1 hb))) (neg_pos.2 hc).le]
    nlinarith [mul_pos hp ha, mul_pos hp hb, mul_pos hp hp]

omit [DecidableEq ι] in
/-- For `m` orbitals `p_k`, not necessarily orthonormal, a positive definite repulsion `V` couples
`s s` to `(1/√m) ∑ p_k p_k` with positive sign, provided some product density `s p_k` is not
identically zero. -/
theorem coupling_pos [DecidableEq n] (V : Matrix n n ℝ) (s : n → ℝ) (p : ι → n → ℝ)
    (hV : ∀ x : n → ℝ, x ≠ 0 → 0 < x ⬝ᵥ V *ᵥ x) (hp : ∃ k, (fun x => s x * p k x) ≠ 0) :
    0 < pair s s ⬝ᵥ Matrix.diagonal (fun x : n × n => V x.1 x.2) *ᵥ
      ((1 / √(Fintype.card ι : ℝ)) • ∑ k, pair (p k) (p k)) := by
  -- each matrix element is an exchange integral
  have hex : ∀ k, pair s s ⬝ᵥ Matrix.diagonal (fun x : n × n => V x.1 x.2) *ᵥ
      pair (p k) (p k) = (fun x => s x * p k x) ⬝ᵥ V *ᵥ (fun x => s x * p k x) := by
    intro k
    simp only [dotProduct, Matrix.mulVec_diagonal]
    simp only [Matrix.mulVec, dotProduct, pair, Fintype.sum_prod_type, Finset.mul_sum]
    refine Finset.sum_congr rfl fun i _ => Finset.sum_congr rfl fun j _ => ?_
    ring
  obtain ⟨k₀, hk₀⟩ := hp
  have hm : (0 : ℝ) < Fintype.card ι := by
    exact_mod_cast Fintype.card_pos_iff.2 ⟨k₀⟩
  rw [Matrix.mulVec_smul, dotProduct_smul, smul_eq_mul, Matrix.mulVec_sum, dotProduct_sum]
  refine mul_pos (one_div_pos.2 (Real.sqrt_pos.2 hm)) ?_
  refine Finset.sum_pos' (fun k _ => ?_) ⟨k₀, Finset.mem_univ _, ?_⟩
  · rw [hex]
    by_cases h0 : (fun x => s x * p k x) = 0
    · rw [h0, zero_dotProduct]
    · exact (hV _ h0).le
  · rw [hex]
    exact hV _ hk₀

/-- For an s-p shell with three p orbitals, `g ≠ 0` and positive coupling `h`, the lowest
two-configuration state `(1, c)` has `c < 0`, and its specific mass shift `-2 √3 c g² / (1 + c²)` is
positive. -/
theorem ground_shift_pos {s : n → ℝ} {p : Fin 3 → n → ℝ} {D : Fin 3 → Matrix n n ℝ}
    {g a b h c E : ℝ} (S : IsSPShell s p D g) (hg : g ≠ 0) (hh : 0 < h)
    (hE : !![a, h; h, b] *ᵥ ![1, c] = E • ![1, c]) (hl : IsLowest !![a, h; h, b] E) :
    c < 0 ∧ expect (massOp D) (ciState s p c) = -2 * √3 * c * g ^ 2 / (1 + c ^ 2) ∧
      0 < expect (massOp D) (ciState s p c) := by
  have hc := (lowest_iff_neg hh hE).1 hl
  have he : expect (massOp D) (ciState s p c) = -2 * √3 * c * g ^ 2 / (1 + c ^ 2) := by
    simpa using shift_eq S c
  refine ⟨hc, he, ?_⟩
  rw [he]
  have h3 : 0 < √(3 : ℝ) * (-c) * g ^ 2 :=
    mul_pos (mul_pos (Real.sqrt_pos.2 (by norm_num)) (neg_pos.2 hc)) (by positivity)
  exact div_pos (by linarith) (by positivity)

/-- For an s-p shell with `g ≠ 0` and `m ≥ 1` partner orbitals, the specific mass shift of the
correlated pair never exceeds `√m g²`, and it reaches this value exactly at `c = -1`. -/
theorem shift_le [Nonempty ι] {s : n → ℝ} {p : ι → n → ℝ} {D : ι → Matrix n n ℝ} {g : ℝ}
    (S : IsSPShell s p D g) (hg : g ≠ 0) (c : ℝ) :
    expect (massOp D) (ciState s p c) ≤ √(Fintype.card ι : ℝ) * g ^ 2 ∧
      (expect (massOp D) (ciState s p c) = √(Fintype.card ι : ℝ) * g ^ 2 ↔ c = -1) := by
  have hm : (0 : ℝ) < Fintype.card ι := by exact_mod_cast Fintype.card_pos
  have hK : 0 < √(Fintype.card ι : ℝ) * g ^ 2 := mul_pos (Real.sqrt_pos.2 hm) (by positivity)
  have hd : 0 < 1 + c ^ 2 := by positivity
  rw [shift_eq S c]
  refine ⟨?_, ?_⟩
  · rw [div_le_iff₀ hd]
    nlinarith [mul_nonneg hK.le (sq_nonneg (1 + c))]
  · rw [div_eq_iff hd.ne']
    constructor
    · intro h
      have h0 : √(Fintype.card ι : ℝ) * g ^ 2 * (1 + c) ^ 2 = 0 := by linear_combination -h
      have h1 : 1 + c = 0 := pow_eq_zero_iff two_ne_zero |>.1
        ((mul_eq_zero.1 h0).resolve_left hK.ne')
      linarith
    · rintro rfl
      ring

/-- Site orbitals, one for `s` and one for each `p_k`, with `D_k` the antisymmetric hop of
strength `g` between `s` and `p_k`, form an s-p shell. -/
theorem isSPShell_witness (g : ℝ) :
    IsSPShell (Pi.single none 1 : Option ι → ℝ) (fun k => Pi.single (some k) 1)
      (fun k => Matrix.single none (some k) g - Matrix.single (some k) none g) g where
  s_s := by simp
  s_p k := by simp
  p_p i k := by
    by_cases h : i = k
    · subst h
      simp
    · have h' : k ≠ i := fun e => h e.symm
      simp [h, h']
  anti k := by simp [Matrix.transpose_sub]
  s_D_p j k := by simp [Matrix.single_apply]
  p_D_p i j k := by simp

end

end SpecificMassShift
```

```lean
#print axioms SpecificMassShift.coupling_pos
#print axioms SpecificMassShift.ground_shift_pos
#print axioms SpecificMassShift.shift_le
```

```
'SpecificMassShift.coupling_pos' depends on axioms: [propext, Classical.choice, Quot.sound]
'SpecificMassShift.ground_shift_pos' depends on axioms: [propext, Classical.choice, Quot.sound]
'SpecificMassShift.shift_le' depends on axioms: [propext, Classical.choice, Quot.sound]
```

## From factorised elements to the sign of c

`pair_dot` and `massOp_pair` prove the factorisation for overlaps and for W. In `shift_eq`, `flip` expresses antisymmetry, `hN` computes the norm, and `hW` adds the four blocks, of which `h1` and `h2` are the cross terms. `shift_le` reduces the bound to (1 + c)² ≥ 0.

`secular_iff` writes the eigenvalue equation in components. In `lowest_iff_neg`, the forward direction compares E with the eigenvalue of (−c, 1): c ≥ 0 would force h(1 + c²) ≤ 0. For the converse, every eigenvalue E′ satisfies (E′ − a)(E′ − b) = h². If c < 0, both a − E and b − E are positive, so any E′ < E would make the left side larger than h².

`coupling_pos` rewrites each matrix element as an exchange integral through `hex`, then adds nonnegative terms with at least one positive. `ground_shift_pos` combines the sign of c with the shift formula.
